# A zero-field Ising ring at positive temperature approaches the bulk free energy exponentially fast in its length

Take three spins $s_0,s_1,s_2=\pm1$, with energy $-J$ times the product for each bond. Set $k_B=1$, $T>0$, $K=J/T$, $c=\cosh K$, $S=\sinh K$ and $t=\tanh K$. Since a product of two spins is $\pm1$,

$$e^{Kss'}=c+S\,ss'.$$

On a ring, the Boltzmann sum is that of $(c+Ss_0s_1)(c+Ss_1s_2)(c+Ss_2s_0)$. A term with an unpaired spin sums to zero, which leaves $8(c^3+S^3)$. Without the closing bond, only $8c^2$ survives. The open chain lacks a factor $c$; the ring has instead a correction from the loop, $S^3=c^3t^3$.

## The shifts for N spins

For $N=n+1$ spins $s_0,\dots,s_n$, let $f=-(T/N)\ln Z$ be the free energy per spin, where $Z$ is the partition function, and let $f_\infty=-T\ln(2c)$ be its bulk value. The claim is

$$f_{\rm open}-f_\infty=\frac TN\ln c,\qquad f_{\rm ring}-f_\infty=-\frac TN\ln(1+t^N).$$

Define

$$W_n(a,b)=\sum_{s}e^{K\sum_{i=0}^{n-1}s_is_{i+1}}(a+b\,s_ns_0).$$

In $W_{n+1}$, the sum over $s_0$ gives

$$\sum_{s_0}(c+Ss_0s_1)(a+b\,s_{n+1}s_0)=2ac+2bS\,s_{n+1}s_1.$$

After relabelling, $W_{n+1}(a,b)=W_n(2ac,2bS)$. With $W_0(a,b)=2(a+b)$, induction gives $W_n(a,b)=2^{n+1}(ac^n+bS^n)$. The open chain has $(a,b)=(1,0)$, and the ring has $(c,S)$, its closing bond:

$$Z_{\rm open}=2^Nc^{N-1}=(2c)^N/c,\qquad Z_{\rm ring}=2^N(c^N+S^N)=(2c)^N(1+t^N).$$

Taking $-(T/N)\ln$ and subtracting $f_\infty$ gives both shifts.

For the bound, $c\pm S=e^{\pm K}>0$ gives $|t|<1$. Put $y=t^N$, so that $|y|\le|t|$ and $1+y\ge1-|t|>0$. From $\ln x\le x-1$ at $x=1+y$ and $x=1/(1+y)$,

$$\ln(1+y)\le y\le\frac{|y|}{1-|t|},\qquad -\ln(1+y)\le\frac{-y}{1+y}\le\frac{|y|}{1-|t|}.$$

Hence $|f_{\rm ring}-f_\infty|\le (T/N)\,|t|^N/(1-|t|)$. If $J\ne0$, then $\ln c>0$, and substituting $T/N=(f_{\rm open}-f_\infty)/\ln c$ compares the two errors.

## Numbers for tanh K = 1/2

Here $c=2/\sqrt3$ and $\ln c\approx0.1438$. For $N=10$ the open chain is off by $0.0144\,T$, and the ring by $-\frac{T}{10}\ln(1+2^{-10})\approx-0.000098\,T$. For $N=2$ the ring is worse: $0.112\,T$ against $0.072\,T$ in magnitude. The advantage is one of rate, not of every size.

For simulation practice, this is an exactly solvable instance of periodic cells reducing finite-size error, restricted to one dimension, nearest neighbours, zero field and fixed $T>0$. As $T\to0$ at fixed $J\neq0$, $|t|\to1$, so ever longer rings are needed before $|t|^N$ is small. The constant $1/(1-|t|)$ then grows without limit, but this is a weakness of the bound: at fixed $N$ the ring's error stays below $(T/N)\ln2$ if $t^N>0$, and tends to the finite value $2|J|/N$ if $t^N<0$ (odd $N$ and $J<0$).

## Spins, energies and free energies in Lean

```lean
import Mathlib

namespace IsingFiniteSize

noncomputable section
```

A configuration is a function from the sites `Fin (n + 1)` to `Bool`; `spin` turns each value into $\pm1$.

```lean
/-- The value `+1` or `-1` of an Ising spin. -/
def spin (b : Bool) : ℝ := if b then 1 else -1
```

Positive $J$ is ferromagnetic. The open chain has $n$ bonds, from `i.castSucc` to `i.succ`.

```lean
/-- Energy of an open chain of `n + 1` spins with nearest-neighbour coupling `J`. -/
def openEnergy (n : ℕ) (J : ℝ) (s : Fin (n + 1) → Bool) : ℝ :=
  -J * ∑ i : Fin n, spin (s i.castSucc) * spin (s i.succ)
```

In the ring, `i + 1` is cyclic addition, giving $n+1$ bonds. All sizes $N\ge1$ are allowed: two spins are joined by two bonds, and a single spin is bonded to itself.

```lean
/-- Energy of a ring of `n + 1` spins; the site after the last one is the first one. -/
def ringEnergy (n : ℕ) (J : ℝ) (s : Fin (n + 1) → Bool) : ℝ :=
  -J * ∑ i : Fin (n + 1), spin (s i) * spin (s (i + 1))
```

The next definitions are $Z$, $f$ and $f_\infty$. The bulk value is defined by its formula, not as a limit; since both shifts vanish as $N\to\infty$, it is the limit.

```lean
/-- The sum of Boltzmann factors over all spin configurations, at temperature `T ≠ 0`
in units where the Boltzmann constant is one. -/
def partitionFunction {n : ℕ} (T : ℝ) (E : (Fin (n + 1) → Bool) → ℝ) : ℝ :=
  ∑ s, Real.exp (-E s / T)

/-- The free energy per spin of `n + 1` spins with energy function `E`, at `T ≠ 0`. -/
def freeEnergy {n : ℕ} (T : ℝ) (E : (Fin (n + 1) → Bool) → ℝ) : ℝ :=
  -(T / (n + 1)) * Real.log (partitionFunction T E)

/-- The bulk free energy per spin, `-T ln (2 cosh (J/T))`, at `T ≠ 0`. -/
def bulkFreeEnergy (J T : ℝ) : ℝ := -T * Real.log (2 * Real.cosh (J / T))
```

## Summing out one spin at a time

The bond identity is checked on the four spin pairs.

```lean
/-- The Boltzmann factor of one bond is linear in the product of its two spins. -/
theorem bond_weight (K : ℝ) (a b : Bool) :
    Real.exp (K * (spin a * spin b)) =
      Real.cosh K + Real.sinh K * (spin a * spin b) := by
  cases a <;> cases b <;> simp [spin, Real.cosh_eq, Real.sinh_eq] <;> ring
```

Next, the first spin is separated from the rest; `Fin.cons` puts it back in front.

```lean
/-- A sum over configurations splits into a sum over the first spin and over the others. -/
theorem sum_first_spin (n : ℕ) (f : (Fin (n + 2) → Bool) → ℝ) :
    ∑ s, f s = ∑ s : Fin (n + 1) → Bool,
      (f (Fin.cons (α := fun _ => Bool) true s) +
        f (Fin.cons (α := fun _ => Bool) false s)) := by
  rw [← (Fin.consEquiv (fun _ : Fin (n + 2) => Bool)).sum_comp f,
    Fintype.sum_prod_type_right]
  refine Finset.sum_congr rfl fun s _ => ?_
  rw [Fintype.sum_bool]
  rfl
```

`transfer_sum` is the formula for $W_n(a,b)$. It is stated for all `a b` because the induction step changes the coefficients. In that step, `key` splits off the first bond, and `bond_weight` then makes the sum over $s_0$ algebraic.

```lean
/-- The Boltzmann sum of an open chain, weighted by `a + b` times the product of its two
end spins, in closed form. -/
theorem transfer_sum (K : ℝ) (n : ℕ) : ∀ a b : ℝ,
    ∑ s : Fin (n + 1) → Bool,
      Real.exp (K * ∑ i : Fin n, spin (s i.castSucc) * spin (s i.succ)) *
        (a + b * (spin (s (Fin.last n)) * spin (s 0))) =
      2 ^ (n + 1) * (a * Real.cosh K ^ n + b * Real.sinh K ^ n) := by
  have ht : spin true = 1 := by simp [spin]
  have hf : spin false = -1 := by simp [spin]
  induction n with
  | zero =>
    intro a b
    calc _ = ∑ _s : Fin (0 + 1) → Bool, (a + b) := by
          refine Finset.sum_congr rfl fun s _ => ?_
          have hsq : ∀ x : Bool, spin x * spin x = 1 := by
            intro x
            cases x <;> simp [spin]
          have hs : spin (s (Fin.last 0)) * spin (s 0) = 1 := hsq (s 0)
          rw [hs]
          simp
      _ = _ := by
          simp
          ring
  | succ n ih =>
    intro a b
    rw [sum_first_spin]
    -- summing out the first spin reproduces the same form with new coefficients
    calc _ = ∑ s : Fin (n + 1) → Bool,
          Real.exp (K * ∑ i : Fin n, spin (s i.castSucc) * spin (s i.succ)) *
            (2 * a * Real.cosh K +
              2 * b * Real.sinh K * (spin (s (Fin.last n)) * spin (s 0))) := by
          refine Finset.sum_congr rfl fun s _ => ?_
          have key : ∀ x : Bool, ∑ i : Fin (n + 1),
              spin (Fin.cons (α := fun _ => Bool) x s i.castSucc) *
                spin (Fin.cons (α := fun _ => Bool) x s i.succ) =
              spin x * spin (s 0) +
                ∑ i : Fin n, spin (s i.castSucc) * spin (s i.succ) := by
            intro x
            rw [Fin.sum_univ_succ]
            rfl
          have hl : ∀ x : Bool, Fin.cons (α := fun _ => Bool) x s (Fin.last (n + 1)) =
              s (Fin.last n) := fun _ => rfl
          have h0 : ∀ x : Bool, Fin.cons (α := fun _ => Bool) x s 0 = x := fun _ => rfl
          simp only [key, hl, h0, mul_add K, Real.exp_add, bond_weight]
          simp only [ht, hf]
          ring
      _ = _ := by
          rw [ih]
          ring
```

The two choices of coefficients give the partition functions. For the ring, `hS` separates the closing bond from the open chain.

```lean
/-- Partition function of the open chain of `n + 1` spins. -/
theorem partition_open (n : ℕ) (J T : ℝ) :
    partitionFunction T (openEnergy n J) = 2 ^ (n + 1) * Real.cosh (J / T) ^ n := by
  have h := transfer_sum (J / T) n 1 0
  rw [one_mul, zero_mul, add_zero] at h
  rw [← h]
  refine Finset.sum_congr rfl fun s _ => ?_
  rw [zero_mul, add_zero, mul_one, openEnergy]
  congr 1
  ring

/-- Partition function of the ring of `n + 1` spins. -/
theorem partition_ring (n : ℕ) (J T : ℝ) :
    partitionFunction T (ringEnergy n J) =
      2 ^ (n + 1) * (Real.cosh (J / T) ^ (n + 1) + Real.sinh (J / T) ^ (n + 1)) := by
  have h := transfer_sum (J / T) n (Real.cosh (J / T)) (Real.sinh (J / T))
  rw [← pow_succ', ← pow_succ'] at h
  rw [← h]
  refine Finset.sum_congr rfl fun s _ => ?_
  -- the ring is the open chain with one closing bond
  have hS : ∑ i : Fin (n + 1), spin (s i) * spin (s (i + 1)) =
      ∑ i : Fin n, spin (s i.castSucc) * spin (s i.succ) +
        spin (s (Fin.last n)) * spin (s 0) := by
    rw [Fin.sum_univ_castSucc]
    simp
  rw [ringEnergy, hS, ← bond_weight, ← Real.exp_add]
  congr 1
  ring
```

## From partition functions to error bounds

These two lemmas are the estimates for $|t|$ and $\ln(1+y)$; the second also supplies the positivity of $1+t^N$.

```lean
/-- The hyperbolic tangent of a real number is smaller than one in absolute value. -/
theorem abs_tanh_lt (K : ℝ) : |Real.tanh K| < 1 := by
  rw [Real.tanh_eq_sinh_div_cosh, abs_div, abs_of_pos (Real.cosh_pos K),
    div_lt_one (Real.cosh_pos K), abs_lt, Real.cosh_eq, Real.sinh_eq]
  constructor <;> linarith [Real.exp_pos K, Real.exp_pos (-K)]

/-- For `|t| < 1` the logarithm of `1 + t ^ N`, `N = n + 1`, is exponentially small in `N`. -/
theorem log_bound {t : ℝ} (h : |t| < 1) (n : ℕ) :
    0 < 1 + t ^ (n + 1) ∧
      |Real.log (1 + t ^ (n + 1))| ≤ |t| ^ (n + 1) / (1 - |t|) := by
  have hy : |t ^ (n + 1)| ≤ |t| := by
    rw [abs_pow, pow_succ]
    exact mul_le_of_le_one_left (abs_nonneg t) (pow_le_one₀ (abs_nonneg t) h.le)
  rw [← abs_pow]
  generalize t ^ (n + 1) = y at hy ⊢
  have h1 : 0 < 1 - |t| := by linarith
  have hn := neg_abs_le y
  have hp : 0 < 1 + y := by linarith
  refine ⟨hp, abs_le'.mpr ⟨?_, ?_⟩⟩
  · have hlog := Real.log_le_sub_one_of_pos hp
    have hb : y ≤ |y| / (1 - |t|) := by
      rw [le_div_iff₀ h1]
      nlinarith [mul_nonneg (sub_nonneg.mpr (le_abs_self y)) h1.le,
        mul_nonneg (abs_nonneg y) (abs_nonneg t)]
    linarith
  · have hlog := Real.log_le_sub_one_of_pos (inv_pos.mpr hp)
    rw [Real.log_inv] at hlog
    have he : (1 + y)⁻¹ - 1 = -y / (1 + y) := by
      rw [eq_div_iff hp.ne', sub_mul, inv_mul_cancel₀ hp.ne']
      ring
    have hb : -y / (1 + y) ≤ |y| / (1 - |t|) := by
      rw [div_le_div_iff₀ hp h1]
      nlinarith [mul_nonneg (by linarith : 0 ≤ |y| + y) h1.le,
        mul_nonneg (abs_nonneg y) (by linarith : 0 ≤ |t| + y)]
    linarith
```

The main theorem states, for every real $J$ and $T>0$, the two exact shifts and the exponential bound. `hZ` is the factorisation $(2c)^N(1+t^N)$, and `linear_combination` collects the logarithms.

```lean
/-- Finite-size shifts of the free energy per spin for `N = n + 1` spins at `T > 0`: the exact
shift of the open chain, the exact shift of the ring, and an exponential bound on the latter. -/
theorem finite_size_shifts (n : ℕ) (J : ℝ) {T : ℝ} (hT : 0 < T) :
    freeEnergy T (openEnergy n J) - bulkFreeEnergy J T =
        T / (n + 1) * Real.log (Real.cosh (J / T)) ∧
      freeEnergy T (ringEnergy n J) - bulkFreeEnergy J T =
        -(T / (n + 1)) * Real.log (1 + Real.tanh (J / T) ^ (n + 1)) ∧
      |freeEnergy T (ringEnergy n J) - bulkFreeEnergy J T| ≤
        T / (n + 1) * (|Real.tanh (J / T)| ^ (n + 1) / (1 - |Real.tanh (J / T)|)) := by
  have hc := Real.cosh_pos (J / T)
  have hN : (n : ℝ) + 1 ≠ 0 := by positivity
  have hq : 0 < T / ((n : ℝ) + 1) := by positivity
  have hTN : T / ((n : ℝ) + 1) * (n + 1) = T := div_mul_cancel₀ _ hN
  obtain ⟨hpos, hlog⟩ := log_bound (abs_tanh_lt (J / T)) n
  have hring : freeEnergy T (ringEnergy n J) - bulkFreeEnergy J T =
      -(T / (n + 1)) * Real.log (1 + Real.tanh (J / T) ^ (n + 1)) := by
    have hs : Real.sinh (J / T) = Real.tanh (J / T) * Real.cosh (J / T) := by
      rw [Real.tanh_eq_sinh_div_cosh, div_mul_cancel₀ _ hc.ne']
    -- factor the bulk contribution out of the partition function
    have hZ : 2 ^ (n + 1) * (Real.cosh (J / T) ^ (n + 1) + Real.sinh (J / T) ^ (n + 1)) =
        (2 * Real.cosh (J / T)) ^ (n + 1) * (1 + Real.tanh (J / T) ^ (n + 1)) := by
      rw [hs, mul_pow, mul_pow]
      ring
    unfold freeEnergy bulkFreeEnergy
    rw [partition_ring, hZ, Real.log_mul (by positivity) hpos.ne', Real.log_pow]
    push_cast
    linear_combination (-Real.log (2 * Real.cosh (J / T))) * hTN
  refine ⟨?_, hring, ?_⟩
  · unfold freeEnergy bulkFreeEnergy
    rw [partition_open, Real.log_mul (by positivity) (by positivity), Real.log_pow,
      Real.log_pow, Real.log_mul two_ne_zero hc.ne']
    push_cast
    linear_combination (-(Real.log 2 + Real.log (Real.cosh (J / T)))) * hTN
  · rw [hring, abs_mul, abs_neg, abs_of_pos hq]
    exact mul_le_mul_of_nonneg_left hlog hq.le
```

For $J\ne0$, the open shift is positive and the ring error is at most $|t|^N/((1-|t|)\ln c)$ times that shift. Despite the theorem's name, this does not make the ring better at every size: the factor falls below one only for large enough $N$, and in the example above the ring is worse at $N=2$.

```lean
/-- For `J ≠ 0` and `T > 0` the open chain lies above the bulk value, and the error of the ring
is at most a constant times `|tanh (J/T)| ^ N` times the error of the open chain, `N = n + 1`. -/
theorem ring_beats_open (n : ℕ) {J T : ℝ} (hJ : J ≠ 0) (hT : 0 < T) :
    0 < freeEnergy T (openEnergy n J) - bulkFreeEnergy J T ∧
      |freeEnergy T (ringEnergy n J) - bulkFreeEnergy J T| ≤
        |Real.tanh (J / T)| ^ (n + 1) /
            ((1 - |Real.tanh (J / T)|) * Real.log (Real.cosh (J / T))) *
          (freeEnergy T (openEnergy n J) - bulkFreeEnergy J T) := by
  obtain ⟨ho, -, hb⟩ := finite_size_shifts n J hT
  have hl : 0 < Real.log (Real.cosh (J / T)) :=
    Real.log_pos (Real.one_lt_cosh.mpr (div_ne_zero hJ hT.ne'))
  have h1 : 0 < 1 - |Real.tanh (J / T)| := sub_pos.mpr (abs_tanh_lt _)
  rw [ho]
  refine ⟨mul_pos (by positivity) hl, hb.trans_eq ?_⟩
  generalize Real.log (Real.cosh (J / T)) = L at hl ⊢
  generalize |Real.tanh (J / T)| = r at h1 ⊢
  have hL := hl.ne'
  have hr := h1.ne'
  field_simp
```

The sign of the ring shift depends on $t^N$. For $J<0$ and odd $N$, $t^N$ is negative, so $\ln(1+t^N)$ is negative and the free energy per spin lies above the bulk value. Physically, such a ring is frustrated: its bonds cannot all be satisfied at once.

```lean
/-- An antiferromagnetic ring (`J < 0`) with an odd number `n + 1` of spins has, at `T > 0`,
a free energy per spin strictly above the bulk value. -/
theorem odd_antiferromagnetic_ring {n : ℕ} (hn : Odd (n + 1)) {J T : ℝ}
    (hJ : J < 0) (hT : 0 < T) :
    bulkFreeEnergy J T < freeEnergy T (ringEnergy n J) := by
  obtain ⟨-, hr, -⟩ := finite_size_shifts n J hT
  have ht : Real.tanh (J / T) < 0 := by
    rw [Real.tanh_eq_sinh_div_cosh]
    exact div_neg_of_neg_of_pos (Real.sinh_neg_iff.mpr (div_neg_of_neg_of_pos hJ hT))
      (Real.cosh_pos _)
  have hy : Real.tanh (J / T) ^ (n + 1) < 0 := hn.pow_neg ht
  have hlog := Real.log_neg (log_bound (abs_tanh_lt (J / T)) n).1 (by linarith)
  have hq : 0 < T / ((n : ℝ) + 1) := by positivity
  have := mul_pos_of_neg_of_neg (neg_neg_of_pos hq) hlog
  linarith

end

end IsingFiniteSize
```

```lean
#print axioms IsingFiniteSize.ring_beats_open
#print axioms IsingFiniteSize.odd_antiferromagnetic_ring
```

```
'IsingFiniteSize.ring_beats_open' depends on axioms: [propext, Classical.choice, Quot.sound]
'IsingFiniteSize.odd_antiferromagnetic_ring' depends on axioms: [propext, Classical.choice, Quot.sound]
```
